# An orbital feels no Hartree-Fock self-energy from its own density

**Q:** When I build a Fock matrix, I add up the densities of all occupied spin orbitals, contract the total with the two-electron integrals once, and apply the resulting matrix to every orbital. I never remove an orbital's own contribution before acting on that orbital. What makes this legitimate?

**A:** The own contribution gives zero. Take a finite basis and a spin orbital with coefficients $\phi_p$. Its density matrix is $\gamma_{sr}=\phi_s\phi_r^*$, and the self-energy it generates is

$$S_{pq}=\sum_{r,s}(v_{prqs}-v_{prsq})\,\phi_s\phi_r^* .$$

Here $v_{prqs}$ are the two-electron integrals: $p$ and $q$ belong to one electron, $r$ and $s$ to the other. The claim is $S\phi=0$.

**Q:** Show me the cancellation with all the indices.

**A:** Split $S$ into a Hartree part $J$ and an exchange part $K$, so that $S=J-K$ with

$$J_{pq}=\sum_{r,s}v_{prqs}\,\phi_s\phi_r^*,\qquad K_{pq}=\sum_{r,s}v_{prsq}\,\phi_s\phi_r^* .$$

Apply both to $\phi$:

$$(J\phi)_p=\sum_{q,r,s}v_{prqs}\,\phi_s\phi_r^*\phi_q,\qquad (K\phi)_p=\sum_{q,r,s}v_{prsq}\,\phi_s\phi_r^*\phi_q .$$

In the second sum $q$ and $s$ are both summation labels, so their names can be exchanged:

$$(K\phi)_p=\sum_{q,r,s}v_{prqs}\,\phi_q\phi_r^*\phi_s=(J\phi)_p .$$

The product $\phi_s\phi_q$ is symmetric, and that is all the argument needs. Hence $S\phi=J\phi-K\phi=0$.

**Q:** You used no property of the Coulomb interaction. Does the formal version smuggle one in?

**A:** No. The setting is a finite index type `n`, whose elements label the basis functions.

In Lean 4 with Mathlib:

```lean
import Mathlib

open Matrix

namespace HartreeFockSelfInteraction

noncomputable section

variable {n : Type*} [Fintype n]
```

An orbital is a function `φ : n → ℂ`, that is, its list of coefficients. Its density matrix is defined for any such list.

```lean
/-- The density matrix `γ_sr = φ_s conj(φ_r)` of a single orbital. -/
def density (φ : n → ℂ) : Matrix n n ℂ :=
  Matrix.of fun s r => φ s * star (φ r)
```

**Q:** Where is the normalisation? A density matrix should carry one electron.

**A:** For that reading, in an orthonormal basis, you take $\sum_p|\phi_p|^2=1$. The definition doesn't require it, and the cancellation doesn't either: rescaling $\phi$ multiplies $J$ and $K$ by the same factor.

**Q:** And spin? In a closed-shell code I see $2J-K$, which certainly doesn't annihilate an occupied orbital.

**A:** The index `n` has to run over spin orbitals, with spin included in the label. In the closed-shell expression the density also contains the partner of opposite spin, and its repulsion is real physics that should remain.

**Q:** Then let me see how the interaction enters.

**A:** It is an arbitrary function `v` of four indices with complex values. The argument order in `v p r q s` is the order of the subscripts in $v_{prqs}$. The Hartree matrix is defined for any density matrix `γ`, not only for that of a single orbital.

```lean
/-- The Hartree matrix `J_pq = ∑_rs v_prqs γ_sr`. -/
def hartree (v : n → n → n → n → ℂ) (γ : Matrix n n ℂ) : Matrix n n ℂ :=
  Matrix.of fun p q => ∑ r, ∑ s, v p r q s * γ s r
```

Exchange differs in the last two arguments of `v`, which are swapped.

```lean
/-- The exchange matrix `K_pq = ∑_rs v_prsq γ_sr`. -/
def exchange (v : n → n → n → n → ℂ) (γ : Matrix n n ℂ) : Matrix n n ℂ :=
  Matrix.of fun p q => ∑ r, ∑ s, v p r s q * γ s r
```

The self-energy is written down as one sum over the antisymmetrised difference, as in the formula I started from.

```lean
/-- The Hartree-Fock self-energy `S_pq = ∑_rs (v_prqs - v_prsq) γ_sr`. -/
def selfEnergy (v : n → n → n → n → ℂ) (γ : Matrix n n ℂ) : Matrix n n ℂ :=
  Matrix.of fun p q => ∑ r, ∑ s, (v p r q s - v p r s q) * γ s r
```

For electrons you would insert the Coulomb integrals in your basis. The file computes no integrals, and it assumes neither hermiticity nor permutation symmetry of `v`.

**Q:** Since the self-energy has its own definition, its relation to $J$ and $K$ needs an argument.

**A:** A short one: compare entries, distribute the product over the difference, and split the sum.

```lean
/-- The Hartree-Fock self-energy is the Hartree matrix minus the exchange matrix. -/
theorem selfEnergy_eq (v : n → n → n → n → ℂ) (γ : Matrix n n ℂ) :
    selfEnergy v γ = hartree v γ - exchange v γ := by
  ext p q
  simp [selfEnergy, hartree, exchange, sub_mul, Finset.sum_sub_distrib]
```

The same kind of calculation shows that the self-energy is additive in the density matrix. That matters once there are several electrons.

```lean
/-- The self-energy of a sum of two density matrices is the sum of their self-energies. -/
theorem selfEnergy_add (v : n → n → n → n → ℂ) (γ γ' : Matrix n n ℂ) :
    selfEnergy v (γ + γ') = selfEnergy v γ + selfEnergy v γ' := by
  ext p q
  simp [selfEnergy, mul_add, Finset.sum_add_distrib]
```

**Q:** Now the central step. How does a proof assistant rename dummy labels?

**A:** It exchanges the order of finite sums. In the lemma below, `*ᵥ` is a matrix acting on a vector. After `ext p` fixes the component, `simp only` unfolds both sides into the triple sums I wrote for $(K\phi)_p$ and $(J\phi)_p$.

```lean
/-- On the orbital that generates the density, exchange and Hartree matrices act alike. -/
theorem exchange_mulVec_self (v : n → n → n → n → ℂ) (φ : n → ℂ) :
    exchange v (density φ) *ᵥ φ = hartree v (density φ) *ᵥ φ := by
  ext p
  simp only [Matrix.mulVec, dotProduct, exchange, hartree, density, Matrix.of_apply,
    Finset.sum_mul]
  -- bring the sum over `r` to the front on both sides
  conv_lhs => rw [Finset.sum_comm]
  conv_rhs => rw [Finset.sum_comm]
  refine Finset.sum_congr rfl fun r _ => ?_
  -- exchange the labels `q` and `s`
  conv_lhs => rw [Finset.sum_comm]
  refine Finset.sum_congr rfl fun q _ => Finset.sum_congr rfl fun s _ => ?_
  ring
```

The first two uses of `Finset.sum_comm` bring the sum over $r$ to the front on both sides. The third acts on the exchange side alone and exchanges the two remaining sums, those over $q$ and $s$. The summands are then compared label by label, which gives the exchange side the renamed form $v_{prqs}\,\phi_q\phi_r^*\phi_s$. What is left is the commutativity of multiplication, and `ring` settles it.

**Q:** So the main theorem should be one line.

**A:** It is. Write $S$ as $J-K$, let the difference act on $\phi$, replace $K\phi$ by $J\phi$, and subtract.

```lean
/-- An orbital feels no Hartree-Fock self-energy from its own density: `S φ = 0`. -/
theorem selfEnergy_mulVec_self (v : n → n → n → n → ℂ) (φ : n → ℂ) :
    selfEnergy v (density φ) *ᵥ φ = 0 := by
  rw [selfEnergy_eq, Matrix.sub_mulVec, exchange_mulVec_self, sub_self]
```

In words: for every four-index array `v` and every vector `φ`, the self-energy generated by the density of `φ` sends `φ` to the zero vector.

**Q:** That holds for any vector at all. Shouldn't $\phi$ be a solution of the Hartree-Fock equations?

**A:** It need not be. The cancellation is algebraic, so at every iteration of a self-consistent calculation it holds for the orbitals from which the Fock matrix was built. Diagonalising that matrix gives new occupied orbitals, which the theorem does not in general cover until they reproduce the old density. It also says nothing about whether a self-consistent solution exists or how to reach it.

**Q:** Many calculations use only a fraction of exact exchange. What survives then?

**A:** With exchange scaled by a factor $a$, the equality $K\phi=J\phi$ gives

$$(J-aK)\phi=J\phi-aJ\phi=(1-a)J\phi .$$

```lean
/-- If exchange is scaled by a factor `a`, the action of an orbital's own mean field on it
is `(1 - a)` times the Hartree term. -/
theorem scaled_exchange_mulVec_self (v : n → n → n → n → ℂ) (φ : n → ℂ) (a : ℂ) :
    (hartree v (density φ) - a • exchange v (density φ)) *ᵥ φ
      = (1 - a) • (hartree v (density φ) *ᵥ φ) := by
  rw [Matrix.sub_mulVec, Matrix.smul_mulVec, exchange_mulVec_self, sub_smul, one_smul]
```

At $a=0$ the orbital feels its full Hartree repulsion, and at $a=1$ it feels none. A hybrid functional also contains an approximate exchange-correlation potential, which may compensate part of the remainder. That potential is absent from this statement, so $(1-a)J\phi$ is the remainder of the Hartree and scaled exchange terms alone.

**Q:** My opening question was about many occupied orbitals, and so far you have treated one.

**A:** Let $\phi_i$ be the occupied orbitals, and write $S[\gamma]$ for the self-energy generated by a density matrix $\gamma$. Let $\gamma_i$ be the density matrix of $\phi_i$. For an occupied orbital $k$, additivity gives

$$S\Big[\sum_i\gamma_i\Big]\phi_k=S[\gamma_k]\phi_k+S\Big[\sum_{i\neq k}\gamma_i\Big]\phi_k=S\Big[\sum_{i\neq k}\gamma_i\Big]\phi_k ,$$

because the first term in the middle is zero by the main theorem.

```lean
/-- With a finite set of occupied orbitals, the self-energy acts on an occupied orbital
as if it were generated by the other occupied orbitals only. -/
theorem selfEnergy_mulVec_occupied {ι : Type*} [DecidableEq ι]
    (v : n → n → n → n → ℂ) (φ : ι → n → ℂ) (occ : Finset ι) {k : ι} (hk : k ∈ occ) :
    selfEnergy v (∑ i ∈ occ, density (φ i)) *ᵥ φ k
      = selfEnergy v (∑ i ∈ occ.erase k, density (φ i)) *ᵥ φ k := by
  -- split off the density of orbital `k`
  have h : ∑ i ∈ occ, density (φ i)
      = density (φ k) + ∑ i ∈ occ.erase k, density (φ i) :=
    (Finset.add_sum_erase occ (fun i => density (φ i)) hk).symm
  rw [h, selfEnergy_add, Matrix.add_mulVec, selfEnergy_mulVec_self, zero_add]
```

The finite set `occ` holds the labels of the occupied orbitals, `hk` says that $k$ is one of them, and `occ.erase k` is the set without $k$. The auxiliary statement `h` splits the density of orbital $k$ off the sum, and the final rewriting follows the displayed equation from left to right. This is the justification for your single Fock matrix, within Hartree-Fock theory in a finite basis.

**Q:** Are the orbitals orthogonal there?

**A:** They don't have to be. For the usual picture of a Slater determinant you would choose them orthonormal, and the statement then applies as it stands.

**Q:** You call $S$ a self-energy, so I expect a Green's function somewhere.

**A:** Take a one-body matrix $h$ with $h\phi=\varepsilon\phi$, and let $S$ be generated by $\phi$ alone. Let $G$ be the Green's matrix at the complex energy $z$, defined by $G\,(z-h-S)=1$. Then

$$(z-h-S)\phi=z\phi-\varepsilon\phi-0=(z-\varepsilon)\phi .$$

Multiplying by $G$ from the left gives $\phi=(z-\varepsilon)\,G\phi$. For $z\neq\varepsilon$ this reads $G\phi=\phi/(z-\varepsilon)$: on this orbital the dressed Green's matrix acts with the bare energy.

```lean
/-- Let `φ` be an eigenvector of the one-body matrix `h` with energy `ε`, and let `G` be the
Green's matrix of `h + S` at `z`, with `S` generated by `φ`. Then `(z - ε) G φ = φ`. -/
theorem green_mulVec_self [DecidableEq n] (v : n → n → n → n → ℂ) (φ : n → ℂ)
    (h G : Matrix n n ℂ) (z ε : ℂ) (hφ : h *ᵥ φ = ε • φ)
    (hG : G * (z • (1 : Matrix n n ℂ) - h - selfEnergy v (density φ)) = 1) :
    (z - ε) • (G *ᵥ φ) = φ := by
  -- the self-energy drops out of the inverse Green's matrix acting on `φ`
  have key : (z • (1 : Matrix n n ℂ) - h - selfEnergy v (density φ)) *ᵥ φ
      = (z - ε) • φ := by
    rw [Matrix.sub_mulVec, Matrix.sub_mulVec, Matrix.smul_mulVec, Matrix.one_mulVec, hφ,
      selfEnergy_mulVec_self, sub_zero, sub_smul]
  rw [← Matrix.mulVec_smul, ← key, Matrix.mulVec_mulVec, hG, Matrix.one_mulVec]
```

The hypothesis `hφ` is the eigenvalue equation, and `hG` says that `G` inverts $z-h-S$. The intermediate result `key` is the first displayed equation. The last line moves the factor $z-\varepsilon$ inside the action of $G$, replaces $(z-\varepsilon)\phi$ by $(z-h-S)\phi$, and uses `hG`.

**Q:** What does this version of the Dyson equation leave out?

**A:** The self-energy is static, so there is no frequency dependence and no correlation beyond the mean field. The unit matrix next to $z$ means that the basis is orthonormal; with overlapping basis functions an overlap matrix would stand in its place. And since only $\phi$ generates $S$, the physical case is a single electron, for which Hartree-Fock should return the one-body energy.

**Q:** One worry remains. If $S$ were the zero matrix whenever a single orbital is occupied, all of this would be empty.

**A:** A site with two spin orbitals shows that it isn't. Number them 0 and 1, as `Fin 2` does, and let the interaction be $v_{prqs}=U\delta_{pq}\delta_{rs}$. The constant $U$ stands for the energy cost of putting two electrons on the same site.

```lean
/-- The repulsion `U` between two spin orbitals of one site: `v_prqs = U δ_pq δ_rs`. -/
def siteRepulsion (U : ℂ) : Fin 2 → Fin 2 → Fin 2 → Fin 2 → ℂ :=
  fun p r q s => if p = q ∧ r = s then U else 0
```

Occupy orbital 0, so that $\phi=(1,0)$, which is normalised. Only $r=s=0$ contributes to the sums, and

$$S_{pq}=U\delta_{pq}-U\delta_{p0}\delta_{q0},\qquad S=\begin{pmatrix}0&0\\0&U\end{pmatrix}.$$

The electron in orbital 0 raises the level of the other spin by $U$ and leaves its own level alone. The Hartree matrix is $U$ times the unit matrix, so without exchange the electron would repel itself: $J\phi=U\phi$.

```lean
/-- With the first spin orbital of the site occupied, the self-energy is `diag(0, U)`, while
the Hartree matrix alone multiplies the occupied orbital by `U`. -/
theorem selfEnergy_site (U : ℂ) :
    selfEnergy (siteRepulsion U) (density ![1, 0]) = !![0, 0; 0, U] ∧
    hartree (siteRepulsion U) (density ![1, 0]) *ᵥ ![1, 0] = U • ![1, 0] := by
  constructor
  · ext i j
    fin_cases i <;> fin_cases j <;>
      simp [selfEnergy, density, siteRepulsion, Fin.sum_univ_two]
  · ext i
    fin_cases i <;>
      simp [hartree, density, siteRepulsion, Matrix.mulVec, dotProduct, Fin.sum_univ_two]
```

The two parts of the proof check these entries one at a time, with `fin_cases` running through the index values.

**Q:** And the Green's matrix theorem? Its hypotheses ask for an inverse, and I'd like to see one.

**A:** Keep the same site and orbital, and set $U=1$, $h=\mathrm{diag}(0,1)$ and $z=3$, all in one unit of energy. The diagonal entries of $h$ are the levels of the two spins, which a magnetic field can split. Then $h\phi=0$, so $\varepsilon=0$, and

$$z-h-S=\mathrm{diag}(3-0-0,\;3-1-1)=\mathrm{diag}(3,1),\qquad G=\mathrm{diag}(1/3,1).$$

```lean
/-- The site with `U = 1`, `h = diag(0, 1)`, `z = 3` and `G = diag(1/3, 1)` meets the
hypotheses of `green_mulVec_self` with `ε = 0`. -/
theorem green_mulVec_self_witness :
    (!![0, 0; 0, 1] : Matrix (Fin 2) (Fin 2) ℂ) *ᵥ ![1, 0] = (0 : ℂ) • ![1, 0] ∧
    (!![1 / 3, 0; 0, 1] : Matrix (Fin 2) (Fin 2) ℂ) *
      ((3 : ℂ) • (1 : Matrix (Fin 2) (Fin 2) ℂ) - !![0, 0; 0, 1]
        - selfEnergy (siteRepulsion 1) (density ![1, 0])) = 1 := by
  constructor
  · ext i
    fin_cases i <;> simp [Matrix.mulVec, dotProduct, Fin.sum_univ_two]
  · rw [(selfEnergy_site 1).1]
    ext i j
    fin_cases i <;> fin_cases j <;>
      norm_num [Matrix.mul_apply, Fin.sum_univ_two, Matrix.one_apply]

end

end HartreeFockSelfInteraction
```

The statement consists of the two hypotheses, `hφ` and `hG`, for these numbers. The proof checks the first by components; for the second it inserts the self-energy found for the site and multiplies the matrices. You can read off the conclusion as well: $G\phi=\phi/3$, which is $\phi/(z-\varepsilon)$. For the empty orbital 1 the bare value would be $1/(3-1)=1/2$, whereas $G$ has the entry 1, because that orbital does feel the repulsion.

```lean
#print axioms HartreeFockSelfInteraction.selfEnergy_mulVec_self
#print axioms HartreeFockSelfInteraction.scaled_exchange_mulVec_self
#print axioms HartreeFockSelfInteraction.selfEnergy_mulVec_occupied
#print axioms HartreeFockSelfInteraction.green_mulVec_self
```

```
'HartreeFockSelfInteraction.selfEnergy_mulVec_self' depends on axioms: [propext, Classical.choice, Quot.sound]
'HartreeFockSelfInteraction.scaled_exchange_mulVec_self' depends on axioms: [propext, Classical.choice, Quot.sound]
'HartreeFockSelfInteraction.selfEnergy_mulVec_occupied' depends on axioms: [propext, Classical.choice, Quot.sound]
'HartreeFockSelfInteraction.green_mulVec_self' depends on axioms: [propext, Classical.choice, Quot.sound]
```
